# On finitely many sites, a cluster expansion has the same minimum over spins ±1 as over site variables in [-1, 1]

## Question

I take the configurational energy of a binary alloy to be a single function of real site variables, and a cluster to be a set of sites, so that no site occurs twice in a product. With a real coupling $J_S$ for each cluster $S$, the energy is

$$E(x)=\sum_S J_S\prod_{i\in S}x_i .$$

An actual arrangement of the two species has every $x_i=\pm1$. If I let each $x_i$ take any value in $[-1,1]$ and read it as the average spin of an independent site, there are many more points at which to minimise. My claim is that this gains nothing: the relaxed minimum is the true ground energy, whatever the signs and ranges of the couplings. Can this be made rigorous and checked by machine? I would also like to know what a minimiser with fractional site averages says about the real ground states.

## Answer

Yes. The relaxed energy at $x$ is the mean energy of an ensemble of spin configurations, and a mean cannot lie below the lowest value being averaged. For ground-state searches in alloy theory, this means that a global minimum over continuous site variables gives the exact ground energy of a binary cluster expansion on a fixed finite lattice with unconstrained composition.

### Site averages as a product ensemble

Let $\sigma$ label a configuration, and let $s_i=\pm1$ be its spin on site $i$. Write $E(s)$ for its energy and $E_0$ for the lowest energy among all configurations. This minimum exists because there are only finitely many of them.

Given site averages $x_i$, assign to each configuration the weight

$$w_x(\sigma)=\prod_i\frac{1+s_i x_i}{2}.$$

Site $i$ is then up with probability $(1+x_i)/2$ and down with probability $(1-x_i)/2$, independently of the other sites.

First compute the mean of a cluster product. Every factor depends on one site only, so the sum over configurations factorises:

$$\sum_\sigma w_x(\sigma)\prod_{i\in S}s_i
=\prod_{i\in S}\left[\frac{1+x_i}{2}-\frac{1-x_i}{2}\right]
\prod_{i\notin S}\left[\frac{1+x_i}{2}+\frac{1-x_i}{2}\right]
=\prod_{i\in S}x_i .$$

Each bracket for a site in the cluster equals $x_i$, and each bracket for a site outside it equals $1$. For the empty cluster the identity reads $\sum_\sigma w_x(\sigma)=1$, which is the normalisation.

Now multiply by $J_S$ and sum over clusters. Exchanging the two finite sums gives

$$\sum_\sigma w_x(\sigma)E(s)=\sum_S J_S\sum_\sigma w_x(\sigma)\prod_{i\in S}s_i=E(x).$$

Up to here $x$ may be any real vector. If every $x_i$ lies in $[-1,1]$, then both $1+x_i$ and $1-x_i$ are nonnegative, and so are all the weights. Therefore

$$E(x)=\sum_\sigma w_x(\sigma)E(s)\;\ge\;\sum_\sigma w_x(\sigma)E_0=E_0 .$$

A ground-state configuration is itself a point of the cube $[-1,1]^N$, where $N$ is the number of sites, so the bound is attained and $E_0$ is the relaxed minimum.

### What fractional minimisers reveal

Suppose that $x$ lies in the cube and $E(x)=E_0$. Subtracting $E_0$ from both sides of the averaging identity gives

$$\sum_\sigma w_x(\sigma)\,[E(s)-E_0]=0 .$$

No term is negative, so every term vanishes. Each configuration of positive weight is therefore a ground state. A configuration has positive weight exactly when it agrees with $x$ on the sites where $x_i=\pm1$. The fractional sites can thus be rounded up or down, in any combination, and the result is a ground state each time. A fractional average at a global minimum signals degeneracy.

If all the averages lie strictly between $-1$ and $1$, every configuration has positive weight, so every configuration has energy $E_0$. The averaging identity at an arbitrary real $y$ then gives $E(y)=\sum_\sigma w_y(\sigma)E_0=E_0$. Some of these weights may be negative when $y$ is outside the cube, but only their sum matters here. The expansion is constant.

The condition that a site occurs at most once per term matters. Take $\sum_i s_i^2$ on $N\ge1$ sites. Every spin configuration has energy $N$, while $x=0$ has energy $0$. Such terms arise in a small periodic cell when a cluster wraps round and meets the same site twice. Replacing $s_i^2$ by $1$ before the spins are made continuous restores the form to which the result applies.

### The Lean file

```lean
import Mathlib

open Finset

namespace ClusterExpansionRelaxation

noncomputable section

variable {ι : Type*} [Fintype ι] [DecidableEq ι]

/-- The two values of a site spin: `+1` and `-1`. -/
def spin : Bool → ℝ
  | true => 1
  | false => -1

/-- The site variables of a spin configuration. -/
def config (σ : ι → Bool) : ι → ℝ := fun i => spin (σ i)

/-- The cluster expansion: each cluster `S` contributes its coupling `J S` times the
product of the site variables in `S`. -/
def energy (J : Finset ι → ℝ) (x : ι → ℝ) : ℝ := ∑ S : Finset ι, J S * ∏ i ∈ S, x i

/-- The lowest energy among all spin configurations. -/
def groundEnergy (J : Finset ι → ℝ) : ℝ :=
  (univ : Finset (ι → Bool)).inf' univ_nonempty (fun σ => energy J (config σ))

/-- The weight of a configuration when the sites are independent with averages `x i`. -/
def weight (x : ι → ℝ) (σ : ι → Bool) : ℝ := ∏ i, (1 + spin (σ i) * x i) / 2

/-- For independent sites, the mean of a cluster product is the product of the
site averages. -/
theorem cluster_average (x : ι → ℝ) (S : Finset ι) :
    ∑ σ : ι → Bool, weight x σ * ∏ i ∈ S, spin (σ i) = ∏ i ∈ S, x i := by
  have key : ∀ f : ι → ℝ, ∏ i ∈ S, f i = ∏ i, if i ∈ S then f i else 1 := by
    intro f
    simp [Finset.prod_ite_mem]
  calc ∑ σ : ι → Bool, weight x σ * ∏ i ∈ S, spin (σ i)
      = ∑ σ : ι → Bool, ∏ i,
          ((1 + spin (σ i) * x i) / 2 * if i ∈ S then spin (σ i) else 1) := by
        refine Finset.sum_congr rfl fun σ _ => ?_
        rw [key (fun i => spin (σ i)), weight, ← Finset.prod_mul_distrib]
    -- the sum over configurations factorises into sums over single sites
    _ = ∏ i, ∑ b : Bool, ((1 + spin b * x i) / 2 * if i ∈ S then spin b else 1) := by
        rw [Finset.prod_univ_sum, Fintype.piFinset_univ]
    _ = ∏ i ∈ S, x i := by
        rw [key x]
        refine Finset.prod_congr rfl fun i _ => ?_
        by_cases h : i ∈ S
        · simp only [Fintype.sum_bool, spin, if_pos h]
          ring
        · simp only [Fintype.sum_bool, spin, if_neg h]
          ring

/-- The weights of all configurations add up to one. -/
theorem weight_sum (x : ι → ℝ) : ∑ σ : ι → Bool, weight x σ = 1 := by
  simpa using cluster_average x ∅

omit [DecidableEq ι] in
/-- The weights are nonnegative when every site average lies in `[-1, 1]`. -/
theorem weight_nonneg {x : ι → ℝ} (hx : ∀ i, |x i| ≤ 1) (σ : ι → Bool) :
    0 ≤ weight x σ := by
  refine Finset.prod_nonneg fun i _ => ?_
  have h := abs_le.mp (hx i)
  cases σ i <;> simp only [spin] <;> linarith [h.1, h.2]

/-- The relaxed energy at `x` is the mean energy of independent sites with averages `x`. -/
theorem energy_average (J : Finset ι → ℝ) (x : ι → ℝ) :
    ∑ σ : ι → Bool, weight x σ * energy J (config σ) = energy J x := by
  simp only [energy, config, Finset.mul_sum]
  rw [Finset.sum_comm]
  refine Finset.sum_congr rfl fun S _ => ?_
  rw [← cluster_average x S, Finset.mul_sum]
  refine Finset.sum_congr rfl fun σ _ => ?_
  ring

/-- No spin configuration has energy below the ground energy. -/
theorem ground_le (J : Finset ι → ℝ) (σ : ι → Bool) :
    groundEnergy J ≤ energy J (config σ) :=
  Finset.inf'_le (fun τ => energy J (config τ)) (Finset.mem_univ σ)

/-- The ground energy is the minimum of the cluster expansion over spin configurations
and also its minimum over all site variables in `[-1, 1]`. -/
theorem relaxation_exact (J : Finset ι → ℝ) :
    IsLeast (Set.range fun σ : ι → Bool => energy J (config σ)) (groundEnergy J) ∧
    IsLeast (energy J '' {x | ∀ i, |x i| ≤ 1}) (groundEnergy J) := by
  obtain ⟨σ, _, hσ⟩ := Finset.exists_mem_eq_inf' (univ_nonempty (α := ι → Bool))
    (fun σ => energy J (config σ))
  refine ⟨⟨⟨σ, hσ.symm⟩, ?_⟩, ⟨⟨config σ, ?_, hσ.symm⟩, ?_⟩⟩
  · rintro _ ⟨τ, rfl⟩
    exact ground_le J τ
  · intro i
    unfold config
    cases σ i <;> simp [spin]
  · rintro _ ⟨x, hx, rfl⟩
    -- a mean over configurations cannot lie below the lowest one
    calc groundEnergy J = ∑ τ : ι → Bool, weight x τ * groundEnergy J := by
          rw [← Finset.sum_mul, weight_sum, one_mul]
      _ ≤ ∑ τ : ι → Bool, weight x τ * energy J (config τ) :=
          Finset.sum_le_sum fun τ _ =>
            mul_le_mul_of_nonneg_left (ground_le J τ) (weight_nonneg hx τ)
      _ = energy J x := energy_average J x

/-- If site averages `x` in `[-1, 1]` reach the ground energy, every configuration with positive
weight has the ground energy. -/
theorem ground_of_weight_pos (J : Finset ι → ℝ) {x : ι → ℝ} (hx : ∀ i, |x i| ≤ 1)
    (hmin : energy J x = groundEnergy J) {σ : ι → Bool} (hσ : 0 < weight x σ) :
    energy J (config σ) = groundEnergy J := by
  have hs : ∑ τ : ι → Bool, weight x τ * (energy J (config τ) - groundEnergy J) = 0 := by
    simp only [mul_sub, Finset.sum_sub_distrib]
    rw [energy_average, ← Finset.sum_mul, weight_sum, hmin]
    ring
  -- a vanishing sum of nonnegative excess energies vanishes term by term
  have h0 := (Finset.sum_eq_zero_iff_of_nonneg (fun τ _ =>
    mul_nonneg (weight_nonneg hx τ) (sub_nonneg.mpr (ground_le J τ)))).mp hs σ
      (Finset.mem_univ σ)
  rcases mul_eq_zero.mp h0 with h | h
  · exact absurd h hσ.ne'
  · linarith

/-- If the ground energy is reached with every site average strictly between `-1` and `1`,
the cluster expansion is constant. -/
theorem constant_of_interior_minimum (J : Finset ι → ℝ) {x : ι → ℝ}
    (hx : ∀ i, |x i| < 1) (hmin : energy J x = groundEnergy J) (y : ι → ℝ) :
    energy J y = groundEnergy J := by
  have hall : ∀ σ : ι → Bool, energy J (config σ) = groundEnergy J := by
    intro σ
    refine ground_of_weight_pos J (fun i => (hx i).le) hmin ?_
    refine Finset.prod_pos fun i _ => ?_
    have h := abs_lt.mp (hx i)
    cases σ i <;> simp only [spin] <;> linarith [h.1, h.2]
  rw [← energy_average J y]
  simp only [hall]
  rw [← Finset.sum_mul, weight_sum, one_mul]

omit [DecidableEq ι] in
/-- On a nonempty set of sites, take the energy `∑ i, s i ^ 2`, in which sites repeat within a term.
Some choice of site variables in `[-1, 1]` has strictly lower energy than every spin configuration.
-/
theorem repeated_site_gap [Nonempty ι] :
    ∃ x : ι → ℝ, (∀ i, |x i| ≤ 1) ∧
      ∀ σ : ι → Bool, ∑ i, x i ^ 2 < ∑ i, config σ i ^ 2 := by
  refine ⟨fun _ => 0, fun i => by simp, fun σ => ?_⟩
  refine Finset.sum_lt_sum_of_nonempty univ_nonempty fun i _ => ?_
  unfold config
  cases σ i <;> norm_num [spin]

end

end ClusterExpansionRelaxation
```

```lean
#print axioms ClusterExpansionRelaxation.relaxation_exact
#print axioms ClusterExpansionRelaxation.constant_of_interior_minimum
#print axioms ClusterExpansionRelaxation.repeated_site_gap
```

```
'ClusterExpansionRelaxation.relaxation_exact' depends on axioms: [propext, Classical.choice, Quot.sound]
'ClusterExpansionRelaxation.constant_of_interior_minimum' depends on axioms: [propext, Classical.choice, Quot.sound]
'ClusterExpansionRelaxation.repeated_site_gap' depends on axioms: [propext, Classical.choice, Quot.sound]
```

### Sites, clusters and the two minima in Lean

The type `ι` is the finite set of sites. It carries no geometry, so dimension, lattice type and boundary conditions enter only through the couplings. A cluster is a `Finset ι`, which is how the file excludes repeated sites. The function `J : Finset ι → ℝ` assigns a coupling to every cluster. These couplings are given data: they stand for the effective interactions that describe how the energy depends on which species sits where, and nothing is assumed about their sign, range or symmetry.

Some conventions follow from this. The value `J ∅` is a constant energy offset, and the value on a single-site cluster acts as a field or chemical-potential difference. Each pair of sites is counted once, as a set. Symmetry-equivalent clusters appear separately in the sum, so a coupling quoted per cluster is entered on every member of its orbit, with no additional multiplicity factor. In a small periodic cell, several clusters of the lattice can fall on the same set of sites, and their couplings are then added.

A configuration is a map `σ : ι → Bool`. The function `spin` sends `true` to $+1$ and `false` to $-1$, and `config σ` is the resulting vector of real site variables. The same function `energy J` is applied to spin configurations and to relaxed variables, so the two minimisations concern one and the same polynomial.

The central theorem, `relaxation_exact`, says that `groundEnergy J` is the least element of two sets. The first is the set of energies of all spin configurations. The second is the set of energies of all `x` with `|x i| ≤ 1` at every site. `IsLeast` means that the number belongs to the set and is a lower bound for it, so both minima are attained. The theorem also holds with no sites at all, where there is a single configuration and its energy is `J ∅`.

Three further theorems make the remarks on minimisers and repeated sites precise:

- `ground_of_weight_pos` assumes that `x` lies in the cube and reaches the ground energy, and concludes that any configuration with positive weight is a ground state. The criterion for positive weight, and with it the rounding rule, is derived only in the text above.
- `constant_of_interior_minimum` assumes strict inequalities `|x i| < 1` at a minimiser, and concludes that `energy J y` equals the ground energy for every real vector `y`.
- `repeated_site_gap` treats the energy $\sum_i s_i^2$ on a nonempty set of sites, and provides one point of the cube whose energy lies strictly below that of every spin configuration.

The model has two species per site, a finite number of sites and no entropy. "Relaxation" refers to the site variables and not to atomic displacements. Composition is free, and this restriction has consequences: for $E=-x_1x_2$ with $x_1+x_2=0$, both allowed spin configurations have energy $1$, while $x=(0,0)$ has energy $0$. The product ensemble fixes the composition only on average, so the argument does not carry over to a fixed-composition search. The result also concerns global minima, and gives no assurance that a descent algorithm will find one.

### From factorised sums to the lower bound

`cluster_average` is the factorisation step. Its auxiliary statement `key` rewrites a product over `S` as a product over all sites, with a factor $1$ outside the cluster. The weight and the cluster product can then be merged site by site. `Finset.prod_univ_sum` exchanges the product of single-site sums with the sum over configurations. What remains is one two-term sum per site. The proof distinguishes whether the site belongs to `S`, and `ring` evaluates the two brackets to $x_i$ and $1$.

`weight_sum` is the case of the empty cluster. `weight_nonneg` checks the factors of the weight one at a time: for either spin value, `linarith` obtains nonnegativity from $-1\le x_i\le1$.

`energy_average` carries out the linearity step. `Finset.sum_comm` exchanges the sums over configurations and clusters, after which `cluster_average` is applied to each cluster separately. The hypothesis on the size of `x` is absent here, which is what later allows `y` to be arbitrary.

`ground_le` records that the ground energy is a lower bound for the spin energies. In `relaxation_exact`, `Finset.exists_mem_eq_inf'` supplies a configuration that attains it. That configuration serves as the witness for both minima, once its site variables have been shown to lie in the cube. The lower bound over the cube is the `calc` block, which follows the derivation above: write the ground energy as its own weighted mean, compare term by term using nonnegative weights, and recognise the result as `energy J x`.

For `ground_of_weight_pos`, the statement `hs` is the vanishing weighted sum of excess energies. `Finset.sum_eq_zero_iff_of_nonneg` turns it into the vanishing of each term. Since the weight of the chosen configuration is positive, its excess energy must be zero.

`constant_of_interior_minimum` first shows that strict bounds make every weight positive, and so obtains the ground energy for all configurations. It then rewrites `energy J y` as a weighted mean of this one value and uses normalisation. Finally, `repeated_site_gap` chooses zero on every site and compares the sums term by term, with $0<1$ at each site.
